# When ab − ba = 1 in characteristic zero, a finite commutator series turns a polynomial f(b) into f(b + t)

**Q:** A particle sits in a quartic potential V(x), and I move the origin by a length t. With p the momentum, the shifted potential is exp(itp/ħ) V(x) exp(−itp/ħ), which I expand in nested commutators. Your version has no Hilbert space and no exponential. How can it describe this shift?

**A:** Set a = ip/ħ and b = x. Then ab − ba = 1, and for a polynomial potential that relation already fixes every term of the expansion. Write [a, y] = ay − ya, and ad for the map y ↦ [a, y]. Constants commute with a, and the commutator is linear. If [a, g(b)] = g′(b) for some polynomial g, then

[a, g(b)b] = [a, g(b)]b + g(b)[a, b] = g′(b)b + g(b),

which is the derivative of g(X)X evaluated at b. So the rule climbs from each power to the next and holds for every polynomial. Repeating it k times gives

adᵏ(f(b)) = f⁽ᵏ⁾(b).

**Q:** And the sum of the series?

**A:** Take f = rXⁿ with n ≤ d. Its k-th derivative is r k! binom(n, k) Xⁿ⁻ᵏ for k ≤ n, where binom is the binomial coefficient, and zero for k > n. The weight tᵏ/k! cancels the factorial:

Σₖ₌₀ᵈ (tᵏ/k!) f⁽ᵏ⁾(X) = r Σₖ₌₀ⁿ binom(n, k) tᵏ Xⁿ⁻ᵏ = r(X + t)ⁿ.

By linearity this holds for every f of degree at most d. Putting b for X is legitimate because scalars commute with b, so

Σₖ₌₀ᵈ (tᵏ/k!) adᵏ(f(b)) = f(b + t).

For your quartic, d = 4 is enough.

**Q:** What are the operators in the Lean file?

**A:** They are elements of an algebra `A` over a field `K`. For your particle, `K` is ℂ and `A` can be the linear maps of a space of smooth, rapidly decreasing wavefunctions to itself.

```lean
import Mathlib

open Polynomial

namespace CanonicalTranslation

noncomputable section

variable {K A : Type*} [Field K] [Ring A] [Algebra K A]
```

The commutator map is `ad a`, and `(ad a)^[k]` is its k-fold iterate.

```lean
/-- The commutator with a fixed operator `a`, as a map `x ↦ a x - x a`. -/
def ad (a x : A) : A := a * x - x * a
```

The series includes order `d`, since `range (d + 1)` runs from 0 to d.

```lean
/-- The commutator series of `a` with `x`, with parameter `t`, kept up to order `d`. -/
def commutatorSeries (t : K) (a x : A) (d : ℕ) : A :=
  ∑ k ∈ Finset.range (d + 1), (t ^ k / (k.factorial : K)) • (ad a)^[k] x
```

**Q:** Where is the commutator rule proved?

**A:** In the next theorem, where `aeval b f` means f(b). The inner claim `step` is the induction above: constants, sums, then one more factor of X. `noncomm_ring` regroups the products without exchanging a and b, and `h` supplies ab − ba = 1. A second induction handles k.

```lean
/-- If `a b - b a = 1`, the `k`-fold commutator of `a` with `f(b)` is the `k`-th derivative
of `f` evaluated at `b`. -/
theorem iterate_ad_aeval {a b : A} (h : a * b - b * a = 1) (f : K[X]) (k : ℕ) :
    (ad a)^[k] (aeval b f) = aeval b (derivative^[k] f) := by
  -- a single commutator differentiates once
  have step : ∀ g : K[X], ad a (aeval b g) = aeval b (derivative g) := by
    intro g
    induction g using Polynomial.induction_on with
    | C r => rw [derivative_C, map_zero, aeval_C, ad, Algebra.commutes, sub_self]
    | add p q hp hq =>
      simp only [map_add]
      rw [← hp, ← hq]
      simp only [ad]
      noncomm_ring
    | monomial n r ih =>
      have hX : (C r * X ^ (n + 1) : K[X]) = (C r * X ^ n) * X := by ring
      rw [hX]
      generalize (C r * X ^ n : K[X]) = p at ih ⊢
      simp only [ad, derivative_mul, derivative_X, mul_one, map_add, map_mul, aeval_X] at ih ⊢
      calc a * (aeval b p * b) - aeval b p * b * a
          = (a * aeval b p - aeval b p * a) * b + aeval b p * (a * b - b * a) := by
            noncomm_ring
        _ = aeval b (derivative p) * b + aeval b p := by rw [ih, h, mul_one]
  induction k with
  | zero => rfl
  | succ k ih =>
    rw [Function.iterate_succ_apply', ih, step, Function.iterate_succ_apply']
```

The Taylor formula comes next, for polynomials alone. `f.comp (X + C t)` is f(X + t), and `CharZero K` ensures that k! is nonzero in `K`. The binomial sum stops at n, so `hbin` pads it with zeros up to d; `hk` cancels the factorial.

```lean
/-- The finite Taylor formula in characteristic zero: a polynomial of degree at most `d`, displaced
by `t`, is the sum of its derivatives up to order `d` with weights `t ^ k / k!`. -/
theorem taylor_shift [CharZero K] (f : K[X]) {d : ℕ} (hf : f.natDegree ≤ d) (t : K) :
    ∑ k ∈ Finset.range (d + 1), C (t ^ k / (k.factorial : K)) * derivative^[k] f
      = f.comp (X + C t) := by
  refine Polynomial.induction_with_natDegree_le
    (fun f : K[X] => ∑ k ∈ Finset.range (d + 1),
      C (t ^ k / (k.factorial : K)) * derivative^[k] f = f.comp (X + C t)) d ?_ ?_ ?_ f hf
  · simp
  · intro n r _ hn
    -- binomial theorem, padded with vanishing terms up to order d
    have hbin : (C t + X : K[X]) ^ n
        = ∑ k ∈ Finset.range (d + 1), C t ^ k * X ^ (n - k) * (n.choose k : K[X]) := by
      rw [add_pow]
      apply Finset.sum_subset
      · intro k hk
        simp only [Finset.mem_range] at hk ⊢
        omega
      · intro k _ hk
        have hlt : n < k := by
          simp only [Finset.mem_range] at hk
          omega
        simp [Nat.choose_eq_zero_of_lt hlt]
    simp only [mul_comp, C_comp, X_pow_comp]
    rw [add_comm X (C t), hbin, Finset.mul_sum]
    refine Finset.sum_congr rfl fun k _ => ?_
    have hk : C (t ^ k / (k.factorial : K)) * (k.factorial : K[X]) = C t ^ k := by
      rw [← C_eq_natCast, ← C_mul,
        div_mul_cancel₀ _ (Nat.cast_ne_zero.mpr k.factorial_ne_zero), C_pow]
    rw [iterate_derivative_C_mul, iterate_derivative_X_pow_eq_natCast_mul,
      Nat.descFactorial_eq_factorial_mul_choose, Nat.cast_mul]
    linear_combination (C r * X ^ (n - k) * (n.choose k : K[X])) * hk
  · intro p q _ _ hp hq
    simp only [iterate_map_add, mul_add, Finset.sum_add_distrib, add_comp]
    rw [hp, hq]
```

**Q:** So the main theorem only evaluates that formula at b?

**A:** Yes. `congrArg (aeval b)` does so, and `iterate_ad_aeval` turns the derivatives back into commutators. The scalar t enters the algebra as `algebraMap K A t`, that is, t times the identity.

```lean
/-- In characteristic zero, if `a b - b a = 1` and `f` has degree at most `d`, the commutator series
of `a` with `f(b)` up to order `d` equals `f(b + t)`. -/
theorem commutatorSeries_eq_shift [CharZero K] {a b : A} (h : a * b - b * a = 1)
    (f : K[X]) {d : ℕ} (hf : f.natDegree ≤ d) (t : K) :
    commutatorSeries t a (aeval b f) d = aeval (b + algebraMap K A t) f := by
  -- evaluate the Taylor formula at the operator b
  have hT := congrArg (aeval b) (taylor_shift f hf t)
  simp only [map_sum, map_mul, aeval_C, aeval_comp, map_add, aeval_X] at hT
  rw [← hT, commutatorSeries]
  refine Finset.sum_congr rfl fun k _ => ?_
  rw [iterate_ad_aeval h, Algebra.smul_def]
```

The same argument covers polynomials in the momentum. The pair (b, −a) also satisfies the relation, so the commutator series of b turns g(a) into g(a − t) for a polynomial g. Since a = ip/ħ, replacing p by p + q with a real q means taking t = −iq/ħ.

**Q:** What if I stop the series too early?

**A:** Let f have degree at most d. Its d-th derivative is the constant d! c, where c is the coefficient of degree d. The d-fold commutator is therefore a scalar.

```lean
/-- If `a b - b a = 1` and `f` has degree at most `d`, the `d`-fold commutator of `a` with `f(b)` is
the scalar `d!` times the coefficient of degree `d` in `f`. -/
theorem iterate_ad_top {a b : A} (h : a * b - b * a = 1)
    (f : K[X]) {d : ℕ} (hf : f.natDegree ≤ d) :
    (ad a)^[d] (aeval b f) = algebraMap K A ((d.factorial : K) * f.coeff d) := by
  have hd : derivative^[d] f = C ((d.factorial : K) * f.coeff d) := by
    ext m
    rw [coeff_iterate_derivative, coeff_C]
    by_cases hm : m = 0
    · subst hm
      simp [Nat.descFactorial_self]
    · rw [if_neg hm, coeff_eq_zero_of_natDegree_lt (by omega), smul_zero]
  rw [iterate_ad_aeval h, hd, aeval_C]
```

Now let the degree be at most d + 1 and stop at order d. One term is missing, and its factorial cancels, leaving tᵈ⁺¹ times the coefficient of degree d + 1. The proof splits off that last term with `Finset.sum_range_succ`.

```lean
/-- In characteristic zero, if `a b - b a = 1` and `f` has degree at most `d + 1`, then `f(b + t)`
minus the commutator series of `a` with `f(b)` stopped at order `d` is the scalar `t ^ (d + 1)`
times the coefficient of degree `d + 1` in `f`. -/
theorem shift_sub_commutatorSeries [CharZero K] {a b : A} (h : a * b - b * a = 1)
    (f : K[X]) {d : ℕ} (hf : f.natDegree ≤ d + 1) (t : K) :
    aeval (b + algebraMap K A t) f - commutatorSeries t a (aeval b f) d
      = algebraMap K A (t ^ (d + 1) * f.coeff (d + 1)) := by
  have hne : ((d + 1).factorial : K) ≠ 0 := Nat.cast_ne_zero.mpr (d + 1).factorial_ne_zero
  rw [← commutatorSeries_eq_shift h f hf t, commutatorSeries, commutatorSeries,
    Finset.sum_range_succ _ (d + 1), add_sub_cancel_left, iterate_ad_top h f hf,
    Algebra.smul_def, ← map_mul, ← mul_assoc, div_mul_cancel₀ _ hne]
```

For quantum mechanics and simulation, this gives the exact shift of a one-variable polynomial potential and the exact error of stopping one order early, provided that the canonical relation holds exactly. Finite matrices in a truncated oscillator basis don't satisfy it, because a commutator of matrices has trace zero and the identity doesn't.

**Q:** My translation operator is still missing.

**A:** It enters through what it does. Assume an operator U with Ub = (b + t)U, the property that exp(itp/ħ) has for b = x. If U g(b) = g(b + t)U, then

U g(b)b = g(b + t)Ub = g(b + t)(b + t)U,

so the rule passes to every polynomial, and f(b + t) can be replaced by the series. U need not be invertible or unitary.

```lean
/-- In characteristic zero, if `a b - b a = 1`, `U b = (b + t) U` and `f` has degree at most `d`,
then moving `U` from the left of `f(b)` to the right turns `f(b)` into the commutator series of `a`
with `f(b)` up to order `d`. -/
theorem displacement_mul_aeval [CharZero K] {a b U : A} {t : K} (h : a * b - b * a = 1)
    (hU : U * b = (b + algebraMap K A t) * U) (f : K[X]) {d : ℕ} (hf : f.natDegree ≤ d) :
    U * aeval b f = commutatorSeries t a (aeval b f) d * U := by
  rw [commutatorSeries_eq_shift h f hf t]
  clear hf
  -- the displacement rule passes from b to every polynomial in b
  induction f using Polynomial.induction_on with
  | C r => rw [aeval_C, aeval_C, Algebra.commutes]
  | add p q hp hq => simp only [map_add, mul_add, add_mul, hp, hq]
  | monomial n r ih =>
    have hX : (C r * X ^ (n + 1) : K[X]) = (C r * X ^ n) * X := by ring
    rw [hX]
    generalize (C r * X ^ n : K[X]) = p at ih ⊢
    rw [map_mul, map_mul, aeval_X, aeval_X, ← mul_assoc, ih, mul_assoc, hU, ← mul_assoc]
```

**Q:** Why not define U as the exponential and derive its property?

**A:** In a complete normed algebra over ℝ or ℂ the series exp(ta) converges, and the displacement rule would follow from ab − ba = 1. But no nonzero normed algebra over ℝ or ℂ contains elements with ab − ba = 1, so that version would say nothing about position and momentum. For self-adjoint momentum on a Hilbert space, the exponential can be defined by the spectral theorem instead, which this file doesn't do. Here the displacement rule is assumed, and self-adjointness, operator domains and non-polynomial potentials are left out.

**Q:** Then show me that some operators do satisfy both assumptions.

**A:** Let them act on polynomials in X. Take b as multiplication by X,

```lean
/-- Multiplication by the variable, as an operator on polynomials. -/
def mulX (K : Type*) [Field K] : Module.End K K[X] := LinearMap.mulLeft K X
```

a as differentiation,

```lean
/-- Differentiation, as an operator on polynomials. -/
def diff (K : Type*) [Field K] : Module.End K K[X] := derivative
```

and U as the substitution X ↦ X + t.

```lean
/-- The substitution `X ↦ X + t`, as an operator on polynomials. -/
def translate (t : K) : Module.End K K[X] :=
  (aeval (X + C t) : K[X] →ₐ[K] K[X]).toLinearMap
```

For any polynomial q, the product rule gives

(Xq)′ − Xq′ = q,

and substitution gives

(Xq)(X + t) = (X + t) q(X + t) = X q(X + t) + t q(X + t).

These are the two relations applied to q. In the proof, `LinearMap.ext` reduces each operator equation to its action on one polynomial, called `p` there, and `change` writes that action out.

```lean
/-- On polynomials, differentiation and multiplication by the variable satisfy the canonical
commutation relation, and translation by `t` displaces multiplication by the variable by `t`. -/
theorem displacement_witness (t : K) :
    diff K * mulX K - mulX K * diff K = 1 ∧
      translate t * mulX K = (mulX K + algebraMap K (Module.End K K[X]) t) * translate t := by
  constructor
  · refine LinearMap.ext fun p => ?_
    change derivative (X * p) - X * derivative p = p
    rw [derivative_mul, derivative_X]
    ring
  · refine LinearMap.ext fun p => ?_
    change aeval (X + C t) (X * p) = X * aeval (X + C t) p + t • aeval (X + C t) p
    rw [map_mul, aeval_X, smul_eq_C_mul]
    ring

end

end CanonicalTranslation
```

```lean
#print axioms CanonicalTranslation.shift_sub_commutatorSeries
#print axioms CanonicalTranslation.displacement_mul_aeval
```

```
'CanonicalTranslation.shift_sub_commutatorSeries' depends on axioms: [propext, Classical.choice, Quot.sound]
'CanonicalTranslation.displacement_mul_aeval' depends on axioms: [propext, Classical.choice, Quot.sound]
```
